# Nearest-neighbour hopping Hamiltonians on an open chain that differ only in their hopping phases are gauge equivalent

The theorem `gauge_equivalence` concerns two Hermitian tridiagonal n × n matrices A and B, which can be read as single-particle Hamiltonians of non-interacting particles on a finite open chain with one orbital per site. If their diagonal entries (on-site energies) agree and their nearest-neighbour entries (hopping amplitudes) have equal moduli, then B = U†AU for some diagonal matrix U whose diagonal entries all have modulus one. The attempt finds a phase factor for the mismatch on each bond and multiplies these factors along the chain to build U. It then checks the matrix identity entry by entry, getting the entries below the diagonal from Hermiticity.

In Lean, a first try:

```lean
import Mathlib

open Matrix

namespace GaugeEquivalence

noncomputable section

/-- A matrix is tridiagonal if it couples each site only to itself and its nearest neighbours
along an open chain. -/
def Tridiagonal {n : ℕ} (A : Matrix (Fin n) (Fin n) ℂ) : Prop :=
  ∀ i j : Fin n, (i : ℕ) + 1 < j ∨ (j : ℕ) + 1 < i → A i j = 0

/-- Two complex hopping amplitudes of equal modulus differ by a phase factor. -/
theorem exists_phase (z w : ℂ) (h : ‖z‖ = ‖w‖) : ∃ p : ℂ, ‖p‖ = 1 ∧ w = z * p := by
  by_cases hz : z = 0
  · have hw : w = 0 := by
      rw [hz, norm_zero] at h
      exact norm_eq_zero.mp h.symm
    exact ⟨1, norm_one, by rw [hz, hw, zero_mul]⟩
  · exact ⟨w / z, by rw [norm_div, ← h, div_self (norm_ne_zero_iff.mpr hz)], by field_simp⟩

/-- A complex number of modulus one times its conjugate is one. -/
theorem phase_unit {z : ℂ} (h : ‖z‖ = 1) : star z * z = 1 := by
  rw [Complex.star_def, mul_comm, Complex.mul_conj, Complex.normSq_eq_norm_sq, h]
  norm_num

/-- A diagonal change of basis multiplies each matrix element by the factors of its two sites,
the first one conjugated. -/
theorem gauge_apply {n : ℕ} (u : Fin n → ℂ) (A : Matrix (Fin n) (Fin n) ℂ) (i j : Fin n) :
    ((diagonal u)ᴴ * A * diagonal u) i j = star (u i) * A i j * u j := by
  rw [Matrix.diagonal_conjTranspose, Matrix.mul_diagonal, Matrix.diagonal_mul, Pi.star_apply]

/-- Two Hermitian tridiagonal matrices with equal diagonals and nearest-neighbour entries of equal
modulus are conjugate by a diagonal unitary. -/
theorem gauge_equivalence {n : ℕ} {A B : Matrix (Fin n) (Fin n) ℂ}
    (hA : A.IsHermitian) (hB : B.IsHermitian) (tA : Tridiagonal A) (tB : Tridiagonal B)
    (hd : ∀ i, A i i = B i i)
    (ho : ∀ i j : Fin n, (j : ℕ) = i + 1 → ‖A i j‖ = ‖B i j‖) :
    ∃ u : Fin n → ℂ, (∀ i, ‖u i‖ = 1) ∧ B = (diagonal u)ᴴ * A * diagonal u := by
  -- the phase mismatch on each bond
  have hp : ∀ k : ℕ, ∃ p : ℂ, ‖p‖ = 1 ∧
      ∀ i j : Fin n, (i : ℕ) = k → (j : ℕ) = k + 1 → B i j = A i j * p := by
    intro k
    by_cases hk : k + 1 < n
    · obtain ⟨p, hp, hw⟩ := exists_phase _ _ (ho ⟨k, by omega⟩ ⟨k + 1, hk⟩ rfl)
      refine ⟨p, hp, fun i j hi hj => ?_⟩
      have hi' : i = ⟨k, by omega⟩ := Fin.ext hi
      have hj' : j = ⟨k + 1, hk⟩ := Fin.ext hj
      rw [hi', hj']
      exact hw
    · exact ⟨1, norm_one, fun i j _ hj => absurd j.isLt (by omega)⟩
  choose p hp1 hp using hp
  -- accumulate the mismatches along the chain
  obtain ⟨v, hv, hvs⟩ : ∃ v : ℕ → ℂ, (∀ m, ‖v m‖ = 1) ∧ ∀ m, v (m + 1) = v m * p m :=
    ⟨fun m => ∏ k ∈ Finset.range m, p k,
      fun m => by
        rw [norm_prod]
        exact Finset.prod_eq_one (fun k _ => hp1 k),
      fun m => Finset.prod_range_succ _ _⟩
  have up : ∀ i j : Fin n, (j : ℕ) = i + 1 → B i j = star (v i) * A i j * v j := by
    intro i j hij
    rw [hp (i : ℕ) i j rfl hij, hij, hvs]
    linear_combination (-(A i j * p i)) * phase_unit (hv i)
  refine ⟨fun i => v i, fun i => hv i, ?_⟩
  ext i j
  rw [gauge_apply]
  show B i j = star (v i) * A i j * v j
  obtain h | h | h | h | h : (j : ℕ) = i ∨ (j : ℕ) = i + 1 ∨ (i : ℕ) = j + 1 ∨
      (i : ℕ) + 1 < j ∨ (j : ℕ) + 1 < i := by omega
  · have hji : j = i := Fin.ext h
    rw [hji, ← hd i]
    linear_combination (-(A i i)) * phase_unit (hv i)
  · exact up i j h
  · -- lower neighbours follow from Hermiticity
    rw [← hB.apply i j, up j i h, ← hA.apply i j]
    simp only [star_mul', star_star]
    ring
  · rw [tA i j (Or.inl h), tB i j (Or.inl h), mul_zero, zero_mul]
  · rw [tA i j (Or.inr h), tB i j (Or.inr h), mul_zero, zero_mul]

end

end GaugeEquivalence
```

Compiling this gives:

```
Main.lean:50:15: error: Tactic `rewrite` failed: motive is not type correct:
  fun _a => B ⟨k, ⋯⟩ _a = A ⟨k, ⋯⟩ _a * p
Error: Application type mismatch: The argument
  hj
has type
  ↑j = k + 1
but is expected to have type
  ↑_a = k + 1
in the application
  gauge_equivalence._proof_1_2 k hk i _a hi hj

Explanation: The rewrite tactic rewrites an expression 'e' using an equality 'a = b' by the following process. First, it looks for all 'a' in 'e'. Second, it tries to abstract these occurrences of 'a' to create a function 'm := fun _a => ...', called the *motive*, with the property that 'm a' is definitionally equal to 'e'. Third, we observe that 'congrArg' implies that 'm a = m b', which can be used with lemmas such as 'Eq.mpr' to change the goal. However, if 'e' depends on specific properties of 'a', then the motive 'm' might not typecheck.

Possible solutions: use rewrite's 'occs' configuration option to limit which occurrences are rewritten, or use 'simp' or 'conv' mode, which have strategies for certain kinds of dependencies (these tactics can handle proofs and 'Decidable' instances whose types depend on the rewritten term, and 'simp' can apply user-defined '@[congr]' theorems as well).

case pos
n : ℕ
A B : Matrix (Fin n) (Fin n) ℂ
hA : A.IsHermitian
hB : B.IsHermitian
tA : Tridiagonal A
tB : Tridiagonal B
hd : ∀ (i : Fin n), A i i = B i i
ho : ∀ (i j : Fin n), ↑j = ↑i + 1 → ‖A i j‖ = ‖B i j‖
k : ℕ
hk : k + 1 < n
p : ℂ
hp : ‖p‖ = 1
hw : B ⟨k, ⋯⟩ ⟨k + 1, hk⟩ = A ⟨k, ⋯⟩ ⟨k + 1, hk⟩ * p
i j : Fin n
hi : ↑i = k
hj : ↑j = k + 1
hi' : i = ⟨k, ⋯⟩
hj' : j = ⟨k + 1, hk⟩
⊢ B ⟨k, ⋯⟩ j = A ⟨k, ⋯⟩ j * p

Note: The target expression is not type-correct under the `implicit` transparency level, which may have triggered the failure. This is usually caused by unfolding of semireducible definitions in prior tactic steps. Use `set_option linter.tacticCheckInstances true` to investigate the source of the issue.
Full error:
  function expected
    B ⟨k, ⋯⟩
```

What went wrong. The error arises at `hj'` in `rw [hi', hj']`. In `hi'`, the site `⟨k, by omega⟩` carries a proof that `k < n`. That `by omega` ran with `i`, `j`, `hi` and `hj` in scope, and the message shows that the resulting proof takes all four as arguments. Rewriting with `hi'` puts this proof into the goal, so `j` now also occurs inside it. When `rw` then replaces every `j` by a variable `_a`, the proof needs `↑_a = k + 1`, but `hj` still says `↑j = k + 1`. Hence "motive is not type correct".

The repair proves `hk' : k < n` from `hk` before `i` and `j` are introduced and uses it in `hi'`, so the proof no longer depends on `j`. Using `hk'` in the call to `ho` as well is mere tidying, since the `by omega` there ran before `i` and `j` existed.

The closing note, "function expected", concerns applying the matrix `B` as a function. The repaired proof still does so, so this was not what had to be cured.

The change, after which it compiles:

```diff
@@ -44,7 +44,8 @@
     intro k
     by_cases hk : k + 1 < n
-    · obtain ⟨p, hp, hw⟩ := exists_phase _ _ (ho ⟨k, by omega⟩ ⟨k + 1, hk⟩ rfl)
+    · have hk' : k < n := Nat.lt_of_succ_lt hk
+      obtain ⟨p, hp, hw⟩ := exists_phase _ _ (ho ⟨k, hk'⟩ ⟨k + 1, hk⟩ rfl)
       refine ⟨p, hp, fun i j hi hj => ?_⟩
-      have hi' : i = ⟨k, by omega⟩ := Fin.ext hi
+      have hi' : i = ⟨k, hk'⟩ := Fin.ext hi
       have hj' : j = ⟨k + 1, hk⟩ := Fin.ext hj
       rw [hi', hj']
```
